# The gap between the Γ7 and the lower Γ8 level of a d¹ ion falls from 5z/2 towards 3z/2 as the octahedral field grows

For one d electron with spin-orbit constant $z>0$ in an octahedral field of strength $Dq\ge 0$, let $x$ be the lower eigenvalue of

$$\begin{pmatrix}6Dq & \sqrt{3/2}\,z\\ \sqrt{3/2}\,z & -4Dq-z/2\end{pmatrix}.$$

The gap $g=(-4Dq+z)-x$ between the Γ7 level and the lower Γ8 level lies in $(3z/2,\,5z/2]$. It decreases strictly in $Dq$ and tends to $3z/2$ as $Dq\to\infty$.

Within this one-electron, pure-d model, estimating $z$ as two thirds of the gap therefore always overestimates it, by a factor of at most $5/3$.

```lean
import Mathlib

open Matrix Filter Topology

namespace LigandFieldSpinOrbit

noncomputable section
```

## The Hamiltonian in two sectors

The Hamiltonian is the octahedral field plus $z\,\mathbf l\cdot\mathbf s$. Here $z$ measures the coupling of the electron's spin to its orbital motion, and $10Dq$ is the splitting between the $e_g$ orbitals (at $6Dq$) and the $t_{2g}$ orbitals (at $-4Dq$). An energy level is a real number $t$ with $Hv=t\,v$ for some nonzero real vector $v$; real vectors suffice because the matrices used here are real and symmetric.

```lean
/-- The energy levels of a real Hamiltonian matrix: its real eigenvalues, each with a nonzero
eigenvector. -/
def levels {n : ℕ} (H : Matrix (Fin n) (Fin n) ℝ) : Set ℝ :=
  {t | ∃ v : Fin n → ℝ, v ≠ 0 ∧ H *ᵥ v = t • v}
```

Take product states $|m,\sigma\rangle$ with the quantisation axis along a fourfold axis. The field puts $m=0$ at $6Dq$, $m=\pm1$ at $-4Dq$ and $m=\pm2$ at $Dq$, and couples $m=2$ to $m=-2$ by $5Dq$. Writing

$$\mathbf l\cdot\mathbf s=l_zs_z+\tfrac12(l_+s_-+l_-s_+),$$

we find that $|0,\uparrow\rangle$ couples only to $|1,\downarrow\rangle$, with element $\tfrac12\sqrt6\,z=\sqrt{3/2}\,z$. The diagonal spin-orbit terms are $0$ and $-z/2$. In the code, components `v 0` and `v 1` refer to these two states in this order.

```lean
/-- The d1 Hamiltonian, octahedral field plus spin-orbit coupling `z l·s`, on the states
`|0,↑⟩, |1,↓⟩` (orbital `m`, spin): the Γ8 block. -/
def gamma8Block (Dq z : ℝ) : Matrix (Fin 2) (Fin 2) ℝ :=
  !![6 * Dq, √(3 / 2) * z; √(3 / 2) * z, -4 * Dq - z / 2]
```

The states $|2,\uparrow\rangle,|-2,\uparrow\rangle,|-1,\downarrow\rangle$ also close among themselves. Their diagonal spin-orbit terms are $z$, $-z$ and $z/2$, and the last two states couple by $\tfrac12\cdot2z=z$. Time reversal supplies the other five of the ten spin-orbitals.

```lean
/-- The same d1 Hamiltonian on the states `|2,↑⟩, |-2,↑⟩, |-1,↓⟩`. -/
def mixedSector (Dq z : ℝ) : Matrix (Fin 3) (Fin 3) ℝ :=
  !![Dq + z, 5 * Dq, 0; 5 * Dq, Dq - z, z; 0, z, -4 * Dq + z / 2]
```

Both matrices enter the file as definitions. Their derivation from $\mathbf l\cdot\mathbf s$ and the symmetry labels Γ7 and Γ8 belong to the physical reading given here.

The secular equation of the two-state block is

$$(x-6Dq)(x+4Dq+z/2)=\tfrac32z^2 .$$

Completing the square gives $(x-Dq+z/4)^2=R^2$, where

$$R(Dq)=\sqrt{(5Dq+z/4)^2+\tfrac32z^2}.$$

The lower root is $x=Dq-z/4-R$.

```lean
/-- The closed formula for the lower Γ8 energy. -/
def lowerGamma8 (Dq z : ℝ) : ℝ :=
  Dq - z / 4 - √((5 * Dq + z / 4) ^ 2 + 3 / 2 * z ^ 2)
```

Subtracting it from the Γ7 energy gives $g=-5Dq+\tfrac54z+R$.

```lean
/-- The gap between the Γ7 energy `-4Dq + z` and the lower Γ8 energy. -/
def gap (Dq z : ℝ) : ℝ := (-4 * Dq + z) - lowerGamma8 Dq z
```

## The two levels that define the gap

Apply the three-state matrix to $(1,-1,-2)$. The rows give $-4Dq+z$, $4Dq-z$ and $8Dq-2z$, which is $(-4Dq+z)$ times the vector. The normalised state is $(|2,\uparrow\rangle-|-2,\uparrow\rangle-2|-1,\downarrow\rangle)/\sqrt6$, made entirely of $t_{2g}$ orbitals. Lean checks the same three rows one at a time.

```lean
/-- The combination `|2,↑⟩ - |-2,↑⟩ - 2|-1,↓⟩` is an eigenvector of the d1 Hamiltonian with
energy `-4Dq + z`. -/
theorem gamma7_eigenvector (Dq z : ℝ) :
    mixedSector Dq z *ᵥ ![1, -1, -2] = (-4 * Dq + z) • ![1, -1, -2] := by
  ext i
  fin_cases i <;>
    simp [mixedSector, Matrix.mulVec, dotProduct, Fin.sum_univ_three] <;> ring
```

To identify the other levels of this sector, set $u=t+4Dq$ and $w=t-6Dq$. Since $(t-Dq)^2-25Dq^2=uw$ and $t-Dq=(u+w)/2$, the determinant is

$$(u-\tfrac z2)(uw-z^2)-z^2\left(\tfrac{u+w}2-z\right)=(u-z)\left[w(u+\tfrac z2)-\tfrac32z^2\right].$$

The bracket is the characteristic determinant of the two-state block, so the remaining two roots are the Γ8 energies again. In the proof, `linear_combination` compares the expanded determinants using $(\sqrt{3/2})^2=3/2$.

```lean
/-- The characteristic determinant of the three-state sector is that of the Γ8 block times
the factor of the level `-4Dq + z`. -/
theorem mixedSector_det (Dq z t : ℝ) :
    (t • (1 : Matrix (Fin 3) (Fin 3) ℝ) - mixedSector Dq z).det =
      (t - (-4 * Dq + z)) *
        (t • (1 : Matrix (Fin 2) (Fin 2) ℝ) - gamma8Block Dq z).det := by
  have hs : √(3 / 2 : ℝ) ^ 2 = 3 / 2 := Real.sq_sqrt (by norm_num)
  unfold mixedSector gamma8Block
  generalize √(3 / 2 : ℝ) = s at hs ⊢
  rw [Matrix.det_fin_three, Matrix.det_fin_two]
  simp
  linear_combination (t - (-4 * Dq + z)) * z ^ 2 * hs
```

Next, $x$ must be shown to be the lowest level of the block. `IsLeast` requires two things: that $x$ is a level, and that no level lies below it.

For the first, the vector $(\sqrt{3/2}\,z,\;x-6Dq)$ is nonzero because $z>0$. Its first row holds identically and its second is the secular equation. Dividing by $\sqrt{\tfrac32z^2+(x-6Dq)^2}$ normalises it.

For the second, let $t$ be any level with eigenvector $v$. Eliminating one component at a time from the two rows gives

$$\left[(t-6Dq)(t+4Dq+z/2)-\tfrac32z^2\right]v_i=0,\qquad i=0,1.$$

Some $v_i$ is nonzero, so the bracket vanishes. Hence $(t-Dq+z/4)^2=R^2$, and $t\ge Dq-z/4-R=x$. The equations `e0` and `e1` are the two eliminations.

```lean
/-- For `z > 0` the closed formula gives the lowest energy level of the Γ8 block. -/
theorem lowerGamma8_isLeast (Dq : ℝ) {z : ℝ} (hz : 0 < z) :
    IsLeast (levels (gamma8Block Dq z)) (lowerGamma8 Dq z) := by
  have hs : √(3 / 2 : ℝ) ^ 2 = 3 / 2 := Real.sq_sqrt (by norm_num)
  have hm : ∀ v : Fin 2 → ℝ, gamma8Block Dq z *ᵥ v =
      ![6 * Dq * v 0 + √(3 / 2) * z * v 1,
        √(3 / 2) * z * v 0 + (-4 * Dq - z / 2) * v 1] := by
    intro v
    ext i
    fin_cases i <;> simp [gamma8Block, Matrix.mulVec, dotProduct, Fin.sum_univ_two]
  constructor
  · -- the formula solves the secular equation, which yields an eigenvector
    have hq : (lowerGamma8 Dq z - 6 * Dq) * (lowerGamma8 Dq z + 4 * Dq + z / 2)
        = 3 / 2 * z ^ 2 := by
      have h := Real.sq_sqrt
        (show (0 : ℝ) ≤ (5 * Dq + z / 4) ^ 2 + 3 / 2 * z ^ 2 by positivity)
      unfold lowerGamma8
      linear_combination h
    refine ⟨![√(3 / 2) * z, lowerGamma8 Dq z - 6 * Dq], ?_, ?_⟩
    · intro h
      have h0 : √(3 / 2) * z = 0 := congrFun h 0
      have hpos : 0 < √(3 / 2) * z := by positivity
      exact hpos.ne' h0
    · rw [hm]
      ext i
      fin_cases i
      · change 6 * Dq * (√(3 / 2) * z) + √(3 / 2) * z * (lowerGamma8 Dq z - 6 * Dq)
          = lowerGamma8 Dq z * (√(3 / 2) * z)
        ring
      · change √(3 / 2) * z * (√(3 / 2) * z)
            + (-4 * Dq - z / 2) * (lowerGamma8 Dq z - 6 * Dq)
          = lowerGamma8 Dq z * (lowerGamma8 Dq z - 6 * Dq)
        linear_combination z ^ 2 * hs - hq
  · -- every level solves the secular equation, whose roots are bounded below
    rintro t ⟨v, hv, h⟩
    rw [hm] at h
    have h0 : 6 * Dq * v 0 + √(3 / 2) * z * v 1 = t * v 0 := congrFun h 0
    have h1 : √(3 / 2) * z * v 0 + (-4 * Dq - z / 2) * v 1 = t * v 1 := congrFun h 1
    have e0 : ((t - 6 * Dq) * (t + 4 * Dq + z / 2) - 3 / 2 * z ^ 2) * v 0 = 0 := by
      linear_combination -(t + 4 * Dq + z / 2) * h0 - √(3 / 2) * z * h1 + z ^ 2 * v 0 * hs
    have e1 : ((t - 6 * Dq) * (t + 4 * Dq + z / 2) - 3 / 2 * z ^ 2) * v 1 = 0 := by
      linear_combination -(t - 6 * Dq) * h1 - √(3 / 2) * z * h0 + z ^ 2 * v 1 * hs
    have hD : (t - 6 * Dq) * (t + 4 * Dq + z / 2) - 3 / 2 * z ^ 2 = 0 := by
      by_contra hD
      apply hv
      ext i
      fin_cases i
      · exact (mul_eq_zero.mp e0).resolve_left hD
      · exact (mul_eq_zero.mp e1).resolve_left hD
    have hsq : (t - (Dq - z / 4)) ^ 2 ≤ (5 * Dq + z / 4) ^ 2 + 3 / 2 * z ^ 2 :=
      le_of_eq (by linear_combination hD)
    have hb := (abs_le.mp (Real.abs_le_sqrt hsq)).1
    unfold lowerGamma8
    linarith
```

## Bounds from the quadratic relation

Substituting $x=-4Dq+z-g$ into the secular equation and changing the sign of both factors gives

$$(g-\tfrac32z)(g+10Dq-z)=\tfrac32z^2 .$$

```lean
/-- The gap `g` obeys the quadratic relation `(g - 3z/2)(g + 10Dq - z) = 3z²/2`. -/
theorem gap_quadratic (Dq z : ℝ) :
    (gap Dq z - 3 * z / 2) * (gap Dq z + 10 * Dq - z) = 3 / 2 * z ^ 2 := by
  have h := Real.sq_sqrt
    (show (0 : ℝ) ≤ (5 * Dq + z / 4) ^ 2 + 3 / 2 * z ^ 2 by positivity)
  unfold gap lowerGamma8
  linear_combination h
```

Because $\tfrac32z^2>0$, we have $R>5Dq+z/4$. Therefore $g>-5Dq+\tfrac54z+5Dq+\tfrac14z=\tfrac32z$, for either sign of $Dq$.

```lean
/-- For `z > 0` the gap exceeds `3z/2` at every field strength. -/
theorem lt_gap (Dq : ℝ) {z : ℝ} (hz : 0 < z) : 3 * z / 2 < gap Dq z := by
  have h : 5 * Dq + z / 4 < √((5 * Dq + z / 4) ^ 2 + 3 / 2 * z ^ 2) :=
    Real.lt_sqrt_of_sq_lt (lt_add_of_pos_right _ (by positivity))
  unfold gap lowerGamma8
  linarith
```

Put $h=g-\tfrac32z>0$. The quadratic relation becomes $h(h+10Dq+z/2)=\tfrac32z^2$. For $Dq>0$, dropping the positive terms $h^2$ and $hz/2$ leaves $10Dq\,h\le\tfrac32z^2$, so

$$g\le\tfrac32z+\frac{3z^2}{20Dq}.$$

`nlinarith` receives exactly those two positive products.

```lean
/-- For `z > 0` and `Dq > 0` the gap exceeds `3z/2` by at most `3z²/(20Dq)`. -/
theorem gap_le_strong_field {Dq z : ℝ} (hz : 0 < z) (hD : 0 < Dq) :
    gap Dq z ≤ 3 * z / 2 + 3 * z ^ 2 / (20 * Dq) := by
  have hpos : 0 < gap Dq z - 3 * z / 2 := sub_pos.mpr (lt_gap Dq hz)
  have hq := gap_quadratic Dq z
  have h : gap Dq z - 3 * z / 2 ≤ 3 * z ^ 2 / (20 * Dq) := by
    rw [le_div_iff₀ (by positivity)]
    nlinarith [mul_pos hpos hz, mul_pos hpos hpos]
  linarith
```

## Strict decrease with field strength

Take field strengths $a<b$. Expanding the squares gives

$$\left[R(a)+5(b-a)\right]^2-R(b)^2=10(b-a)\left[R(a)-(5a+z/4)\right]>0 .$$

As $R(a)+5(b-a)$ is positive, $R(b)<R(a)+5(b-a)$. Thus

$$g(b)-g(a)=R(b)-R(a)-5(b-a)<0 .$$

The inequality for $R(b)$ is `key` in the proof. `StrictAnti` states the decrease on the whole real line, including negative $Dq$.

```lean
/-- For `z > 0` the gap decreases strictly as `Dq` grows. -/
theorem gap_strictAnti {z : ℝ} (hz : 0 < z) : StrictAnti (fun Dq => gap Dq z) := by
  intro a b hab
  have hS : 5 * a + z / 4 < √((5 * a + z / 4) ^ 2 + 3 / 2 * z ^ 2) :=
    Real.lt_sqrt_of_sq_lt (lt_add_of_pos_right _ (by positivity))
  have hsq := Real.sq_sqrt
    (show (0 : ℝ) ≤ (5 * a + z / 4) ^ 2 + 3 / 2 * z ^ 2 by positivity)
  have h0 := Real.sqrt_nonneg ((5 * a + z / 4) ^ 2 + 3 / 2 * z ^ 2)
  -- the square root grows more slowly than its linear part
  have key : √((5 * b + z / 4) ^ 2 + 3 / 2 * z ^ 2)
      < √((5 * a + z / 4) ^ 2 + 3 / 2 * z ^ 2) + 5 * (b - a) := by
    rw [Real.sqrt_lt' (by linarith)]
    nlinarith [mul_pos (sub_pos.mpr hS) (sub_pos.mpr hab)]
  change gap b z < gap a z
  unfold gap lowerGamma8
  linarith
```

## From the free ion to the strong field

At $Dq=0$ the root is $R=\sqrt{z^2/16+24z^2/16}=\tfrac54z$, so $g=\tfrac52z$. This is the free-ion separation between $j=5/2$ at $z$ and $j=3/2$ at $-\tfrac32z$.

```lean
/-- For `z ≥ 0` the gap without a ligand field is `5z/2`. -/
theorem gap_free_ion {z : ℝ} (hz : 0 ≤ z) : gap 0 z = 5 * z / 2 := by
  have h : √((5 * 0 + z / 4) ^ 2 + 3 / 2 * z ^ 2) = 5 * z / 4 := by
    rw [show (5 * 0 + z / 4) ^ 2 + 3 / 2 * z ^ 2 = (5 * z / 4) ^ 2 by ring]
    exact Real.sqrt_sq (by positivity)
  unfold gap lowerGamma8
  rw [h]
  ring
```

For $Dq\ge0$, monotonicity gives $g(Dq)\le g(0)=\tfrac52z$. As $Dq\to\infty$, the gap is squeezed between $\tfrac32z$ and $\tfrac32z+3z^2/(20Dq)$, which fixes the limit.

The final theorem combines these facts for each fixed $z>0$. `Set.Ioc` is the interval open at $3z/2$ and closed at $5z/2$, and `Tendsto` along `atTop` is the limit of large $Dq$. The model has a perfect octahedral field and a single spin-orbit constant; it leaves out covalency, distortion and vibronic coupling.

```lean
/-- For `z > 0` the gap between the Γ7 and the lower Γ8 energy lies in `(3z/2, 5z/2]` for all
`Dq ≥ 0`, decreases strictly in `Dq`, and tends to `3z/2` as `Dq` tends to infinity. -/
theorem spin_orbit_gap {z : ℝ} (hz : 0 < z) :
    (∀ Dq, 0 ≤ Dq → gap Dq z ∈ Set.Ioc (3 * z / 2) (5 * z / 2)) ∧
      StrictAnti (fun Dq => gap Dq z) ∧
      Tendsto (fun Dq => gap Dq z) atTop (𝓝 (3 * z / 2)) := by
  refine ⟨fun Dq hD => ⟨lt_gap Dq hz, ?_⟩, gap_strictAnti hz, ?_⟩
  · rw [← gap_free_ion hz.le]
    exact (gap_strictAnti hz).antitone hD
  · -- squeeze between the limit and the strong-field bound
    have h20 : Tendsto (fun Dq : ℝ => 20 * Dq) atTop atTop :=
      tendsto_id.const_mul_atTop (by norm_num)
    have hlim : Tendsto (fun Dq : ℝ => 3 * z / 2 + 3 * z ^ 2 / (20 * Dq)) atTop
        (𝓝 (3 * z / 2)) := by
      simpa only [add_zero] using (h20.const_div_atTop (3 * z ^ 2)).const_add (3 * z / 2)
    exact tendsto_of_tendsto_of_tendsto_of_le_of_le' tendsto_const_nhds hlim
      (Eventually.of_forall fun Dq => (lt_gap Dq hz).le)
      ((eventually_gt_atTop 0).mono fun Dq hD => gap_le_strong_field hz hD)

end

end LigandFieldSpinOrbit
```

```lean
#print axioms LigandFieldSpinOrbit.mixedSector_det
#print axioms LigandFieldSpinOrbit.lowerGamma8_isLeast
#print axioms LigandFieldSpinOrbit.gap_free_ion
#print axioms LigandFieldSpinOrbit.spin_orbit_gap
```

```
'LigandFieldSpinOrbit.mixedSector_det' depends on axioms: [propext, Classical.choice, Quot.sound]
'LigandFieldSpinOrbit.lowerGamma8_isLeast' depends on axioms: [propext, Classical.choice, Quot.sound]
'LigandFieldSpinOrbit.gap_free_ion' depends on axioms: [propext, Classical.choice, Quot.sound]
'LigandFieldSpinOrbit.spin_orbit_gap' depends on axioms: [propext, Classical.choice, Quot.sound]
```
